# Stationary points of the RFO model and eigenvectors $(p,1)$ of the augmented Hessian, for symmetric $H$

## One coordinate

Take a single coordinate, an energy with slope $g$ and curvature $h$ at the current geometry, and a step $p$. Rational function optimisation (RFO) replaces the quadratic estimate $gp+\tfrac12hp^2$ of the energy change by

$$q(p)=\frac{gp+\tfrac12 hp^2}{1+p^2},$$

which stays bounded for long steps. The quotient rule gives

$$q'(p)=\frac{(g+hp)(1+p^2)-2p\,(gp+\tfrac12hp^2)}{(1+p^2)^2}=\frac{g+hp-gp^2}{(1+p^2)^2}.$$

Now ask that $(p,1)$ be an eigenvector of $\begin{pmatrix}h&g\\ g&0\end{pmatrix}$ with eigenvalue $\mu$. The two rows read $hp+g=\mu p$ and $gp=\mu$, and eliminating $\mu$ leaves $g+hp-gp^2=0$, the condition $q'(p)=0$.

For $h=3$ and $g=2$ the roots are $p=-\tfrac12$ and $p=2$, with $\mu=-1$ and $\mu=4$ and normalised eigenvectors $(-1,2)/\sqrt5$ and $(2,1)/\sqrt5$. The model values are $q(-\tfrac12)=-\tfrac12$ and $q(2)=2$, so $\mu=2q(p)$ in both cases. The same holds in any finite number of coordinates when the Hessian is symmetric.

## Steps, models and block matrices

```lean
import Mathlib

open Matrix

namespace RFOStationaryPoints

noncomputable section

variable {n : Type*} [Fintype n]
```

The type `n` is any finite set of coordinate labels. A step is a function `n → ℝ`, one real component per label, and `Matrix n n ℝ` is a real square matrix with the same labels. The empty set is allowed; then $q=0$ and the augmented Hessian is the $1\times1$ matrix $0$.

```lean
/-- The quadratic energy model `g·p + ½ p·Hp` for a step `p`. -/
def quadModel (H : Matrix n n ℝ) (g p : n → ℝ) : ℝ :=
  g ⬝ᵥ p + (1 / 2) * (p ⬝ᵥ H *ᵥ p)
```

The symbol `⬝ᵥ` is the dot product and `*ᵥ` is matrix times vector, so `p ⬝ᵥ H *ᵥ p` is $p\cdot Hp$. The definition is $m(p)=g\cdot p+\tfrac12\,p\cdot Hp$, the second-order estimate of the energy change for gradient $g$ and Hessian $H$. Both are fixed data: no energy surface appears in the file, and nothing ties $g$ and $H$ to derivatives of one.

```lean
/-- The rational function model `q(p) = (g·p + ½ p·Hp) / (1 + p·p)`. -/
def rfo (H : Matrix n n ℝ) (g p : n → ℝ) : ℝ :=
  quadModel H g p / (1 + p ⬝ᵥ p)
```

This is $q(p)=m(p)/(1+p\cdot p)$. Adding $1$ to $p\cdot p$ presupposes a unit of length, which sets the step size at which the damping begins.

```lean
/-- The scaled rational model `q_S(p) = (g·p + ½ p·Hp) / (1 + p·Sp)`. -/
def scaledRfo (H S : Matrix n n ℝ) (g p : n → ℝ) : ℝ :=
  quadModel H g p / (1 + p ⬝ᵥ S *ᵥ p)
```

Here $q_S(p)=m(p)/D(p)$ with $D(p)=1+p\cdot Sp$. The matrix $S$ makes that choice explicit: $S=\ell^{-2}I$, with $I$ the identity, corresponds to a length scale $\ell$, and a general $S$ weights directions differently.

```lean
/-- The vector `(g + Hp - 2 q_S(p) Sp) / (1 + p·Sp)`. -/
def rfoGrad (H S : Matrix n n ℝ) (g p : n → ℝ) : n → ℝ :=
  (1 + p ⬝ᵥ S *ᵥ p)⁻¹ • (g + H *ᵥ p - (2 * scaledRfo H S g p) • S *ᵥ p)
```

The symbol `•` multiplies a vector by a number and `⁻¹` is the reciprocal, so this is

$$G(p)=\frac{g+Hp-2q_S(p)\,Sp}{D(p)}.$$

The definition is only a formula; `scaledRfo_gradient` shows that it is the gradient.

```lean
/-- The augmented Hessian `[[H, g], [gᵀ, 0]]`. -/
def augHess (H : Matrix n n ℝ) (g : n → ℝ) : Matrix (n ⊕ Unit) (n ⊕ Unit) ℝ :=
  fromBlocks H (of fun i _ => g i) (of fun _ j => g j) 0
```

`Unit` has one element, so `n ⊕ Unit` is the set of coordinate labels with one label added. `fromBlocks` takes the upper left, upper right, lower left and lower right blocks in that order. The term `of fun i _ => g i` is the column whose entry in row $i$ is $g_i$, and the next term is the corresponding row. The result is $A=\begin{pmatrix}H&g\\ g^{T}&0\end{pmatrix}$.

```lean
/-- The augmented metric `[[S, 0], [0, 1]]`. -/
def augMetric (S : Matrix n n ℝ) : Matrix (n ⊕ Unit) (n ⊕ Unit) ℝ :=
  fromBlocks S 0 0 (of fun _ _ => 1)
```

In the same way, $M=\begin{pmatrix}S&0\\0&1\end{pmatrix}$.

```lean
/-- The augmented step vector `(p, 1)`. -/
def augVec (p : n → ℝ) : n ⊕ Unit → ℝ :=
  Sum.elim p fun _ => 1
```

`Sum.elim` stacks two vectors, giving $(p,1)$. This vector is never zero, so an equation $A(p,1)=\mu(p,1)$ does make it an eigenvector. It is not normalised: the unit vector is $(p,1)/\sqrt{1+p\cdot p}$.

## The gradient of the scaled model

```lean
/-- For symmetric `A`, the form `x·Ax` has slope `2 (Ap)·v` at `p` in the direction `v`. -/
theorem quadForm_line (A : Matrix n n ℝ) (hA : A.IsSymm) (p v : n → ℝ) :
    HasDerivAt (fun t : ℝ => (p + t • v) ⬝ᵥ A *ᵥ (p + t • v)) (2 * ((A *ᵥ p) ⬝ᵥ v)) 0 := by
  -- symmetry makes the two cross terms equal
  have hs : p ⬝ᵥ A *ᵥ v = (A *ᵥ p) ⬝ᵥ v := by
    rw [dotProduct_mulVec, ← mulVec_transpose, hA.eq]
  have e : (fun t : ℝ => (p + t • v) ⬝ᵥ A *ᵥ (p + t • v)) = fun t : ℝ =>
      p ⬝ᵥ A *ᵥ p + (t * (2 * ((A *ᵥ p) ⬝ᵥ v)) + t * t * (v ⬝ᵥ A *ᵥ v)) := by
    funext t
    simp only [mulVec_add, mulVec_smul, add_dotProduct, dotProduct_add, smul_dotProduct,
      dotProduct_smul, smul_eq_mul, hs, dotProduct_comm v (A *ᵥ p)]
    ring
  rw [e]
  have hi := hasDerivAt_id' (0 : ℝ)
  have h := ((hi.mul_const (2 * ((A *ᵥ p) ⬝ᵥ v))).fun_add
    ((hi.fun_mul hi).mul_const (v ⬝ᵥ A *ᵥ v))).const_add (p ⬝ᵥ A *ᵥ p)
  exact h.congr_deriv (by ring)
```

`HasDerivAt f a 0` says that the function `f` of one real variable $t$ has derivative `a` at $t=0$, and `A.IsSymm` says $A^T=A$. The letter `A` is here any symmetric matrix on `n`, later $H$ or $S$. Along the line $p+tv$ in direction $v$,

$$(p+tv)\cdot A(p+tv)=p\cdot Ap+t\,(p\cdot Av+v\cdot Ap)+t^2\,v\cdot Av .$$

Step `hs` uses symmetry to write $p\cdot Av=(Ap)\cdot v$, so the coefficient of $t$ is $2(Ap)\cdot v$. Step `e` is the expansion, and the last lines differentiate the polynomial in $t$ term by term. Without symmetry the slope would be $\big((A+A^T)p\big)\cdot v$. For $H$ the hypothesis stands for the equality of mixed second derivatives of a smooth energy; for $S$ it does not restrict the model $q_S$, because $p\cdot Sp$ depends only on the symmetric part of $S$.

```lean
/-- For symmetric `H`, `S` and `1 + p·Sp ≠ 0`, the slope of the scaled model at `p` in the direction
`v` is `rfoGrad · v`. -/
theorem scaledRfo_line (H S : Matrix n n ℝ) (hH : H.IsSymm) (hS : S.IsSymm) (g p v : n → ℝ)
    (hD : 1 + p ⬝ᵥ S *ᵥ p ≠ 0) :
    HasDerivAt (fun t : ℝ => scaledRfo H S g (p + t • v)) (rfoGrad H S g p ⬝ᵥ v) 0 := by
  have hlin : HasDerivAt (fun t : ℝ => g ⬝ᵥ (p + t • v)) (g ⬝ᵥ v) 0 := by
    have e : (fun t : ℝ => g ⬝ᵥ (p + t • v)) = fun t : ℝ => g ⬝ᵥ p + t * (g ⬝ᵥ v) := by
      funext t
      simp only [dotProduct_add, dotProduct_smul, smul_eq_mul]
    rw [e]
    have h := ((hasDerivAt_id' (0 : ℝ)).mul_const (g ⬝ᵥ v)).const_add (g ⬝ᵥ p)
    exact h.congr_deriv (by ring)
  -- quotient rule
  have h := (hlin.fun_add ((quadForm_line H hH p v).const_mul (1 / 2 : ℝ))).fun_div
    ((quadForm_line S hS p v).const_add 1) (by simpa only [zero_smul, add_zero] using hD)
  unfold scaledRfo quadModel
  refine h.congr_deriv ?_
  simp only [rfoGrad, scaledRfo, quadModel, zero_smul, add_zero, smul_dotProduct,
    sub_dotProduct, add_dotProduct, smul_eq_mul]
  field_simp
```

The hypothesis `hD` is $D(p)\neq0$, which keeps $p$ off the set where the denominator vanishes; such points can exist when $S$ has a negative eigenvalue. The numerator $m$ has slope $g\cdot v+(Hp)\cdot v$, from `hlin` and half of the previous lemma, and $D$ has slope $2(Sp)\cdot v$. The quotient rule, `fun_div`, gives

$$\frac{d}{dt}q_S(p+tv)\Big|_{t=0}=\frac{(g+Hp)\cdot v\;D-2m\,(Sp)\cdot v}{D^2}=\frac{(g+Hp-2q_S\,Sp)\cdot v}{D}=G\cdot v,$$

with $m$, $D$, $q_S$ and $G$ evaluated at $p$. The tactic `field_simp` clears denominators to confirm the middle equality.

```lean
/-- For symmetric `H`, `S` and `1 + p·Sp ≠ 0`, the scaled model is differentiable at `p`, with
differential `v ↦ rfoGrad · v`. -/
theorem scaledRfo_gradient (H S : Matrix n n ℝ) (hH : H.IsSymm) (hS : S.IsSymm) (g p : n → ℝ)
    (hD : 1 + p ⬝ᵥ S *ᵥ p ≠ 0) :
    DifferentiableAt ℝ (scaledRfo H S g) p ∧
      ∀ v, fderiv ℝ (scaledRfo H S g) p v = rfoGrad H S g p ⬝ᵥ v := by
  have h1 : DifferentiableAt ℝ (fun x : n → ℝ => quadModel H g x) p := by
    simp only [quadModel, dotProduct, mulVec]
    fun_prop
  have h2 : DifferentiableAt ℝ (fun x : n → ℝ => 1 + x ⬝ᵥ S *ᵥ x) p := by
    simp only [dotProduct, mulVec]
    fun_prop
  have e : scaledRfo H S g = fun x => quadModel H g x * (1 + x ⬝ᵥ S *ᵥ x)⁻¹ := by
    funext x
    exact div_eq_mul_inv _ _
  have hd : DifferentiableAt ℝ (scaledRfo H S g) p := by
    rw [e]
    exact h1.mul (h2.inv hD)
  refine ⟨hd, fun v => ?_⟩
  -- compare the chain rule along the line with the slope found above
  have hl : HasDerivAt (fun t : ℝ => p + t • v) v 0 :=
    (((hasDerivAt_id' (0 : ℝ)).smul_const v).const_add p).congr_deriv (one_smul _ _)
  have hd' : HasFDerivAt (scaledRfo H S g) (fderiv ℝ (scaledRfo H S g) p)
      (p + (0 : ℝ) • v) := by
    simpa only [zero_smul, add_zero] using hd.hasFDerivAt
  have hc := HasFDerivAt.comp_hasDerivAt (f := fun t : ℝ => p + t • v) (0 : ℝ) hd' hl
  exact hc.unique (scaledRfo_line H S hH hS g p v hD)
```

Slopes along lines do not by themselves make a function differentiable, so this theorem states two things, joined by `∧`. The model is differentiable at $p$, and its differential `fderiv`, a linear map on directions, sends every $v$ to $G\cdot v$. Numerator and denominator are polynomials in the components (`h1`, `h2`), and the denominator is nonzero, which gives `hd`. The chain rule `hc` says that the slope along $p+tv$ is the differential applied to $v$, and `hc.unique` equates it with the slope found before.

## The eigenvalue equation and the value $2q_S$

```lean
/-- The equation `A (p,1) = μ M (p,1)` is equivalent to `Hp + g = μ Sp` and `g·p = μ`. -/
theorem aug_eigen_iff (H S : Matrix n n ℝ) (g p : n → ℝ) (μ : ℝ) :
    augHess H g *ᵥ augVec p = μ • augMetric S *ᵥ augVec p ↔
      H *ᵥ p + g = μ • S *ᵥ p ∧ g ⬝ᵥ p = μ := by
  have h1 : augHess H g *ᵥ augVec p = Sum.elim (H *ᵥ p + g) fun _ => g ⬝ᵥ p := by
    ext (i | i) <;> simp [augHess, augVec, mulVec, dotProduct, Fintype.sum_sum_type]
  have h2 : augMetric S *ᵥ augVec p = Sum.elim (S *ᵥ p) fun _ => 1 := by
    ext (i | i) <;> simp [augMetric, augVec, mulVec, dotProduct, Fintype.sum_sum_type]
  rw [h1, h2]
  constructor
  · intro h
    refine ⟨funext fun i => ?_, ?_⟩
    · exact congrFun h (Sum.inl i)
    · simpa using congrFun h (Sum.inr ())
  · rintro ⟨ha, hb⟩
    ext (i | i)
    · exact congrFun ha i
    · simpa using hb
```

Block multiplication gives $A(p,1)=(Hp+g,\;g\cdot p)$ and $M(p,1)=(Sp,\;1)$, which are `h1` and `h2`. The arrow `↔` is "if and only if", so $A(p,1)=\mu M(p,1)$ is equivalent to

$$Hp+g=\mu Sp,\qquad g\cdot p=\mu .$$

The rest compares components: `Sum.inl i` is coordinate $i$ and `Sum.inr ()` is the added one.

```lean
/-- If `1 + p·Sp ≠ 0` and `A (p,1) = μ M (p,1)`, then `μ = 2 q_S(p)`. -/
theorem eigenvalue_eq (H S : Matrix n n ℝ) (g p : n → ℝ) (hD : 1 + p ⬝ᵥ S *ᵥ p ≠ 0) (μ : ℝ)
    (h : augHess H g *ᵥ augVec p = μ • augMetric S *ᵥ augVec p) :
    μ = 2 * scaledRfo H S g p := by
  obtain ⟨ha, hb⟩ := (aug_eigen_iff H S g p μ).1 h
  have hdot := congrArg (fun x => p ⬝ᵥ x) ha
  simp only [dotProduct_add, dotProduct_smul, smul_eq_mul, dotProduct_comm p g] at hdot
  have k : scaledRfo H S g p * (1 + p ⬝ᵥ S *ᵥ p) = quadModel H g p := by
    unfold scaledRfo
    field_simp
  unfold quadModel at k
  apply mul_right_cancel₀ hD
  linear_combination (-2) * k - hdot - hb
```

Dot the first row with $p$ to get $p\cdot Hp+g\cdot p=\mu\,p\cdot Sp$, which is `hdot`. Add the second row `hb`:

$$p\cdot Hp+2\,g\cdot p=\mu\,(1+p\cdot Sp).$$

The left side is $2m=2q_SD$, by the relation $q_SD=m$ named `k`. Cancelling $D\ne0$ gives $\mu=2q_S(p)$. The tactic `linear_combination` checks that this sum of equations yields $\mu D=2q_SD$. No symmetry is assumed here. The factor $2$ is readily lost: $(p,1)\cdot A(p,1)$ equals $2m$, not $m$, and reading $\mu$ as the predicted energy change would give $-1$ in place of $-\tfrac12$ in the opening example.

```lean
/-- For symmetric `H`, `S` and `1 + p·Sp ≠ 0`, the scaled model has zero gradient at `p` iff `A
(p,1) = μ M (p,1)` for some `μ`. -/
theorem scaledRfo_stationary_iff (H S : Matrix n n ℝ) (hH : H.IsSymm) (hS : S.IsSymm)
    (g p : n → ℝ) (hD : 1 + p ⬝ᵥ S *ᵥ p ≠ 0) :
    HasFDerivAt (scaledRfo H S g) (0 : (n → ℝ) →L[ℝ] ℝ) p ↔
      ∃ μ : ℝ, augHess H g *ᵥ augVec p = μ • augMetric S *ᵥ augVec p := by
  obtain ⟨hd, hv⟩ := scaledRfo_gradient H S hH hS g p hD
  have hG : rfoGrad H S g p = 0 ↔ H *ᵥ p + g = (2 * scaledRfo H S g p) • S *ᵥ p := by
    rw [rfoGrad, smul_eq_zero, sub_eq_zero, add_comm g]
    exact ⟨fun h => h.resolve_left (inv_ne_zero hD), Or.inr⟩
  constructor
  · intro h
    have h0 := hv (rfoGrad H S g p)
    rw [h.fderiv] at h0
    have ha := hG.1 (dotProduct_self_eq_zero.1 h0.symm)
    refine ⟨_, (aug_eigen_iff H S g p _).2 ⟨ha, ?_⟩⟩
    -- the last row follows from the first by projecting on p
    have hdot := congrArg (fun x => p ⬝ᵥ x) ha
    simp only [dotProduct_add, dotProduct_smul, smul_eq_mul, dotProduct_comm p g] at hdot
    have k : scaledRfo H S g p * (1 + p ⬝ᵥ S *ᵥ p) = quadModel H g p := by
      unfold scaledRfo
      field_simp
    unfold quadModel at k
    linear_combination (-2) * k - hdot
  · rintro ⟨μ, h⟩
    have ha := ((aug_eigen_iff H S g p μ).1 h).1
    rw [eigenvalue_eq H S g p hD μ h] at ha
    have h0 : fderiv ℝ (scaledRfo H S g) p = 0 :=
      ContinuousLinearMap.ext fun v => by
        rw [hv v, hG.2 ha]
        simp
    rw [← h0]
    exact hd.hasFDerivAt
```

`HasFDerivAt f 0 p` says that `f` is differentiable at $p$ and that its differential is the zero map; the annotation `(n → ℝ) →L[ℝ] ℝ` is the type of continuous linear maps from steps to numbers. Writing stationarity as `fderiv` equal to zero would be a weaker notion in general, because Lean assigns `fderiv` the value zero at points where a function is not differentiable. The statement is that for symmetric $H$ and $S$ and $D(p)\neq0$, the gradient of $q_S$ vanishes at $p$ exactly when some real $\mu$ satisfies $A(p,1)=\mu M(p,1)$.

Since $1/D\neq0$, the condition $G=0$ is $Hp+g=2q_S\,Sp$, which is `hG`. Suppose the differential vanishes. Applying it to $v=G$ gives $G\cdot G=0$, hence $G=0$, and the first row holds with $\mu=2q_S$. Dotting that row with $p$ gives $p\cdot Hp+g\cdot p=2q_S\,p\cdot Sp$. Subtracting this from $2g\cdot p+p\cdot Hp=2q_S(1+p\cdot Sp)$ leaves $g\cdot p=2q_S$, the second row. Conversely, given $\mu$, the previous theorem replaces it by $2q_S$ in the first row, so $G=0$ and the differential $v\mapsto G\cdot v$ is zero.

```lean
/-- For symmetric `H`, `S`, at a local extremum `p` of the scaled model with `1 + p·Sp ≠ 0`, `A
(p,1) = 2 q_S(p) M (p,1)`. -/
theorem eigen_of_isLocalExtr (H S : Matrix n n ℝ) (hH : H.IsSymm) (hS : S.IsSymm)
    (g p : n → ℝ) (hD : 1 + p ⬝ᵥ S *ᵥ p ≠ 0) (h : IsLocalExtr (scaledRfo H S g) p) :
    augHess H g *ᵥ augVec p = (2 * scaledRfo H S g p) • augMetric S *ᵥ augVec p := by
  have hd := (scaledRfo_gradient H S hH hS g p hD).1.hasFDerivAt
  rw [h.fderiv_eq_zero] at hd
  obtain ⟨μ, hμ⟩ := (scaledRfo_stationary_iff H S hH hS g p hD).1 hd
  rw [← eigenvalue_eq H S g p hD μ hμ]
  exact hμ
```

`IsLocalExtr` means a local minimum or a local maximum. The differential vanishes there, so the two preceding theorems give $A(p,1)=2q_S(p)\,M(p,1)$. Only this direction is stated; a solution of the eigenvalue equation is not thereby classified as minimum, maximum or saddle.

## The unscaled model

```lean
/-- For symmetric `H`, the RFO model has zero gradient at `p` iff `(p,1)` is an eigenvector
of the augmented Hessian, and the eigenvalue is then `2 q(p)`. -/
theorem rfo_stationary_iff (H : Matrix n n ℝ) (hH : H.IsSymm) (g p : n → ℝ) :
    (HasFDerivAt (rfo H g) (0 : (n → ℝ) →L[ℝ] ℝ) p ↔
      ∃ μ : ℝ, augHess H g *ᵥ augVec p = μ • augVec p) ∧
    ∀ μ : ℝ, augHess H g *ᵥ augVec p = μ • augVec p → μ = 2 * rfo H g p := by
  classical
  have e : rfo H g = scaledRfo H 1 g := by
    funext x
    simp only [rfo, scaledRfo, one_mulVec]
  have hM : augMetric (1 : Matrix n n ℝ) *ᵥ augVec p = augVec p := by
    ext (i | i) <;>
      simp [augMetric, augVec, mulVec, dotProduct, Fintype.sum_sum_type, one_apply]
  have hD : 1 + p ⬝ᵥ (1 : Matrix n n ℝ) *ᵥ p ≠ 0 := by
    have h0 : 0 ≤ p ⬝ᵥ p := Finset.sum_nonneg fun i _ => mul_self_nonneg (p i)
    rw [one_mulVec]
    linarith
  have h1 := scaledRfo_stationary_iff H 1 hH isSymm_one g p hD
  have h2 := eigenvalue_eq H 1 g p hD
  rw [hM, ← e] at h1 h2
  exact ⟨h1, h2⟩
```

This is the main result, with symmetry of $H$ as its only hypothesis. For every $g$ and $p$, the gradient of $q$ vanishes at $p$ if and only if $A(p,1)=\mu(p,1)$ for some $\mu$, and every such $\mu$ equals $2q(p)$. The proof sets $S=I$, written `1`. Then $q_S=q$ (`e`), $M(p,1)=(p,1)$ (`hM`), and $1+p\cdot p\geq1$ supplies `hD`. The convention fixed by this choice is the plain dot product in the chosen coordinates, with no mass weighting unless the coordinates already carry it. Stationarity refers to $q$, not to $m$ or to the true energy: in the example $m$ is stationary at the Newton step $-\tfrac23$, while $q$ is stationary at $-\tfrac12$ and $2$. The theorem also does not assert that a stationary point exists.

```lean
/-- For symmetric `H`, an eigenvector `(x, c)` of the augmented Hessian with `c ≠ 0` and eigenvalue
`μ` gives the point `p = x / c` where the RFO model has zero gradient and `μ = 2 q(p)`. -/
theorem rfo_stationary_of_eigenvector (H : Matrix n n ℝ) (hH : H.IsSymm) (g x : n → ℝ)
    (c μ : ℝ) (hc : c ≠ 0)
    (h : augHess H g *ᵥ (Sum.elim x fun _ => c) = μ • Sum.elim x fun _ => c) :
    HasFDerivAt (rfo H g) (0 : (n → ℝ) →L[ℝ] ℝ) (c⁻¹ • x) ∧ μ = 2 * rfo H g (c⁻¹ • x) := by
  have e : augVec (c⁻¹ • x) = c⁻¹ • (Sum.elim x fun _ : Unit => c) := by
    ext (i | i) <;> simp [augVec, hc]
  have h' : augHess H g *ᵥ augVec (c⁻¹ • x) = μ • augVec (c⁻¹ • x) := by
    rw [e, mulVec_smul, h, smul_comm]
  obtain ⟨h1, h2⟩ := rfo_stationary_iff H hH g (c⁻¹ • x)
  exact ⟨h1.2 ⟨μ, h'⟩, h2 μ h'⟩

end

end RFOStationaryPoints
```

An eigensolver returns a vector $(x,c)$, usually of unit length and with arbitrary sign, where $x$ holds the coordinate components and $c$ the last one. If $c\neq0$, then $(x/c,\,1)=c^{-1}(x,c)$, which is `e`, and a multiple of an eigenvector satisfies the same equation, which is `h'`. The main theorem then says that $q$ is stationary at $p=x/c$ and that $\mu=2q(p)$. For $(-1,2)/\sqrt5$ this gives $p=-\tfrac12$. For a unit eigenvector $|c|=1/\sqrt{1+p\cdot p}$, so a small last component means a long step.

The condition `hc` matters, because not every eigenvector of $A$ yields a step. With one coordinate, $g=0$ and $h\neq0$, the matrix is diagonal with entries $h$ and $0$. The eigenvector $(0,1)$ gives $p=0$, while $(1,0)$ has $c=0$ and belongs to no stationary point.

## The step inside an optimiser

In a geometry optimisation an electronic structure calculation supplies $g$, while the symmetric $H$ is either computed as well or estimated by the optimiser, for instance from successive gradients; the result concerns one step on this fixed finite-dimensional local model and says nothing about convergence on the real surface. In the basic form of the method the program borders $H$ with $g$, diagonalises the symmetric matrix with one extra row and column, picks an eigenvector and divides by its last component. The first row, rewritten as $(H-\mu I)\,p=-g$, shows the step as a Newton step with the Hessian shifted by $\mu$. For minimisation the lowest eigenvalue is the usual choice: $2q(p)$ is the Rayleigh quotient of $A$ at $(p,1)$, so that eigenvalue bounds $2q$ from below, a point that none of the theorems above addresses. In the example the shift $\mu=-1$ gives $(3+1)\,p=-2$.

```lean
#print axioms RFOStationaryPoints.eigen_of_isLocalExtr
#print axioms RFOStationaryPoints.rfo_stationary_of_eigenvector
```

```
'RFOStationaryPoints.eigen_of_isLocalExtr' depends on axioms: [propext, Classical.choice, Quot.sound]
'RFOStationaryPoints.rfo_stationary_of_eigenvector' depends on axioms: [propext, Classical.choice, Quot.sound]
```
